# The commutator trace linking velocity and length response in a finite non-interacting system

Take one occupied level $E_n$ and one empty level $E_m$, with gap $D=E_m-E_n>0$ and a position matrix element $X_{nm}$. In units with $\hbar=1$ the velocity is $V=i[H,X]$, so $|V_{nm}|^2=D^2|X_{nm}|^2$. For $w^2\neq D^2$, the response computed from velocity elements is

$$\frac{2D|V_{nm}|^2}{D^2-w^2}=\frac{2D\cdot D^2|X_{nm}|^2}{D^2-w^2}=2D|X_{nm}|^2+w^2\,\frac{2D|X_{nm}|^2}{D^2-w^2}.$$

The last fraction is the response computed from position elements. To recover it when $w\neq0$, subtract the constant $2D|X_{nm}|^2$ and divide by $w^2$. Any error in the constant is then divided by $w^2$ as well.

## From two levels to many

Let $H$ have finitely many real levels $E_n$, let $X$ be Hermitian, and let $P$ project onto a set $S$ of occupied levels. Write $D=E_m-E_n$ for $n\in S$, $m\notin S$, and define

$$T=\mathrm{tr}(P[X,[H,X]]),\qquad R_A(w)=\sum_{n\in S}\sum_{m\notin S}\frac{2D|A_{nm}|^2}{D^2-w^2}.$$

The length response is $R_X$ and the velocity response is $R_V$. There are three claims:

- If all occupied-empty gaps are positive, $T=\sum 2|V_{nm}|^2/D$, and $T=0$ exactly when $X$ couples no occupied level to an empty one.
- For $w\neq0$ off resonance, $(R_V(w)-T)/w^2=R_X(w)$.
- If a real number $c\neq T$ replaces $T$, the modulus of the left side tends to infinity as $w\to0$.

In the eigenbasis, $[H,X]_{nm}=(E_n-E_m)X_{nm}$. Since $X_{nm}X_{mn}=|X_{nm}|^2$, the diagonal of the double commutator is

$$[X,[H,X]]_{nn}=\sum_m\big((E_m-E_n)-(E_n-E_m)\big)|X_{nm}|^2=\sum_m2(E_m-E_n)|X_{nm}|^2.$$

The trace with $P$ sums this over $n\in S$. Terms with $m\in S$ change sign under exchange of $n$ and $m$, so they cancel, which leaves

$$T=\sum_{n\in S}\sum_{m\notin S}2D|X_{nm}|^2.$$

For positive gaps, substituting $|X_{nm}|^2=|V_{nm}|^2/D^2$ gives the first formula. Every term is then nonnegative, so $T$ vanishes only if every $X_{nm}$ in the sum does.

Applying the two-level identity to each pair gives $R_V(w)=T+w^2R_X(w)$, and hence, for any real $c$,

$$\frac{R_V(w)-c}{w^2}=R_X(w)+\frac{T-c}{w^2}.$$

Setting $c=T$ gives the second claim. For the third, pairs with $D=0$ contribute nothing to $R_X$ at $w\neq0$, and each other pair has the finite limit $2|X_{nm}|^2/D$. So $R_X$ stays bounded near zero, while $|T-c|/w^2$ grows without bound.

## The constant in a sum over states

In a sum-over-states polarizability for non-interacting electrons in a finite molecule, $T$ is the constant subtracted from the velocity sum. For unit charge, mass $M$ and a local potential, the complete set of states gives $[X,[H,X]]=1/M$, so $N$ occupied one-electron states give $T=N/M$. A calculation that keeps finitely many orbitals has its own $T$. With $V=i[H,X]$ formed from the retained matrices of $H$ and $X$, it is the sum of $2|V_{nm}|^2/D$ over the retained occupied-empty pairs, and it need not equal $N/M$. In a finite basis, momentum elements divided by $M$ can differ from this $V$, and the equivalence with the length form is then not guaranteed.

Suppose the retained pair has $D=2$ and $|X_{nm}|^2=1$, so that $T=4$, and the constant used is $c=5$. At $w=0.1$ the length response is about $1.0025$, but the velocity form gives about $-98.9975$. The difference is $(4-5)/0.01=-100$.

## Levels, operators and response in Lean

The finite type `ι` labels the levels.

```lean
import Mathlib

open Filter Topology

namespace LengthVelocityResponse

noncomputable section

variable {ι : Type*} [Fintype ι] [DecidableEq ι]
```

The Hamiltonian is diagonal with real entries, so the development starts in an eigenbasis and does not carry out the diagonalisation.

```lean
/-- The Hamiltonian with real levels `E`, written in its eigenbasis. -/
def hamiltonian (E : ι → ℝ) : Matrix ι ι ℂ := Matrix.diagonal fun n => (E n : ℂ)
```

The projector is diagonal in the same basis. The set `S` may be any set of levels; it consists of the lowest ones only where a gap hypothesis is added.

```lean
/-- The projector onto the set `S` of occupied levels. -/
def occupied (S : Finset ι) : Matrix ι ι ℂ := Matrix.diagonal fun n => if n ∈ S then 1 else 0
```

The velocity is built from an actual matrix commutator.

```lean
/-- The commutator `[H, X]`. -/
def commH (E : ι → ℝ) (X : Matrix ι ι ℂ) : Matrix ι ι ℂ :=
  hamiltonian E * X - X * hamiltonian E

/-- The velocity `V = i[H, X]`. -/
def velocity (E : ι → ℝ) (X : Matrix ι ι ℂ) : Matrix ι ι ℂ := Complex.I • commH E X
```

The trace is also defined through commutators, with values in the complex numbers.

```lean
/-- The trace `tr(P[X,[H,X]])`, with `P` the projector onto the levels in `S`. -/
def contactTrace (E : ι → ℝ) (S : Finset ι) (X : Matrix ι ι ℂ) : ℂ :=
  Matrix.trace (occupied S * (X * commH E X - commH E X * X))
```

One function serves both forms: `response E S X` is the length response and `response E S (velocity E X)` the velocity response. It describes one Cartesian component at a real frequency, with unit charge, full or zero occupation and no damping. Interactions and the position operator of an infinite crystal lie beyond this model.

```lean
/-- The response `∑ 2D|A_nm|²/(D² - w²)` over occupied `n` and empty `m`, with `D = E_m - E_n`; a
term with `w² = D²` is `0`, by Lean's convention for division by zero. -/
def response (E : ι → ℝ) (S : Finset ι) (A : Matrix ι ι ℂ) (w : ℝ) : ℝ :=
  ∑ n ∈ S, ∑ m ∈ Sᶜ, 2 * (E m - E n) * ‖A n m‖ ^ 2 / ((E m - E n) ^ 2 - w ^ 2)
```

## Matrix elements and the trace

Multiplication by a diagonal matrix scales rows or columns, which gives the commutator elements.

```lean
/-- Matrix elements of the commutator: `[H, X]_nm = (E_n - E_m) X_nm`. -/
theorem commH_apply (E : ι → ℝ) (X : Matrix ι ι ℂ) (n m : ι) :
    commH E X n m = ((E n : ℂ) - E m) * X n m := by
  simp only [commH, hamiltonian, Matrix.sub_apply, Matrix.diagonal_mul, Matrix.mul_diagonal]
  ring
```

Taking norms removes the factor $i$ and squares the energy difference.

```lean
/-- Velocity and position matrix elements are related by `|V_nm|² = (E_m - E_n)² |X_nm|²`. -/
theorem norm_sq_velocity (E : ι → ℝ) (X : Matrix ι ι ℂ) (n m : ι) :
    ‖velocity E X n m‖ ^ 2 = (E m - E n) ^ 2 * ‖X n m‖ ^ 2 := by
  have h : velocity E X n m = Complex.I * (((E n - E m : ℝ) : ℂ) * X n m) := by
    rw [velocity, Matrix.smul_apply, commH_apply, smul_eq_mul, Complex.ofReal_sub]
  rw [h, norm_mul, norm_mul, Complex.norm_I, Complex.norm_real, Real.norm_eq_abs, one_mul,
    mul_pow, sq_abs]
  ring
```

The next lemma is the cancellation inside the occupied set. Exchanging the order of summation with `Finset.sum_comm` shows that the occupied-occupied sum equals its own negative. The full sum is split into that part and the occupied-empty part, and `linarith` finishes.

```lean
/-- Antisymmetric contributions between pairs of occupied levels cancel, so that only
occupied-empty pairs remain. -/
theorem sum_occupied_antisymm (S : Finset ι) (f : ι → ι → ℝ) (hf : ∀ n m, f n m = -f m n) :
    ∑ n ∈ S, ∑ m, f n m = ∑ n ∈ S, ∑ m ∈ Sᶜ, f n m := by
  have h : ∑ n ∈ S, ∑ m ∈ S, f n m = -∑ n ∈ S, ∑ m ∈ S, f n m := by
    calc ∑ n ∈ S, ∑ m ∈ S, f n m = ∑ m ∈ S, ∑ n ∈ S, f n m := Finset.sum_comm
      _ = ∑ m ∈ S, ∑ n ∈ S, -f m n :=
        Finset.sum_congr rfl fun m _ => Finset.sum_congr rfl fun n _ => hf n m
      _ = -∑ n ∈ S, ∑ m ∈ S, f n m := by simp only [Finset.sum_neg_distrib]
  have hs : ∑ n ∈ S, ∑ m, f n m
      = ∑ n ∈ S, ∑ m ∈ S, f n m + ∑ n ∈ S, ∑ m ∈ Sᶜ, f n m := by
    rw [← Finset.sum_add_distrib]
    exact Finset.sum_congr rfl fun n _ => (Finset.sum_add_sum_compl S (f n)).symm
  linarith
```

In the trace formula, `hdiag` is the diagonal of the double commutator. Hermiticity enters through `h`, which says $X_{nm}X_{mn}=|X_{nm}|^2$, and through `hsymm`, which supplies the antisymmetry needed for the cancellation. The result also shows that the trace is real.

```lean
/-- For Hermitian `X`, `tr(P[X,[H,X]])` is the real number `∑ 2(E_m - E_n)|X_nm|²` over occupied
`n` and empty `m`. -/
theorem contactTrace_eq (E : ι → ℝ) (S : Finset ι) {X : Matrix ι ι ℂ} (hX : X.IsHermitian) :
    contactTrace E S X
      = ((∑ n ∈ S, ∑ m ∈ Sᶜ, 2 * (E m - E n) * ‖X n m‖ ^ 2 : ℝ) : ℂ) := by
  -- diagonal elements of the double commutator
  have hdiag : ∀ n, (X * commH E X - commH E X * X) n n
      = ((∑ m, 2 * (E m - E n) * ‖X n m‖ ^ 2 : ℝ) : ℂ) := by
    intro n
    rw [Matrix.sub_apply, Matrix.mul_apply, Matrix.mul_apply, ← Finset.sum_sub_distrib,
      Complex.ofReal_sum]
    refine Finset.sum_congr rfl fun m _ => ?_
    have h : X n m * X m n = ((‖X n m‖ ^ 2 : ℝ) : ℂ) := by
      rw [← hX.apply m n, ← Complex.normSq_eq_norm_sq]
      exact Complex.mul_conj _
    rw [commH_apply, commH_apply]
    push_cast at h ⊢
    linear_combination 2 * ((E m : ℂ) - E n) * h
  have hsymm : ∀ n m, ‖X n m‖ = ‖X m n‖ := fun n m => by rw [← hX.apply n m, norm_star]
  rw [← sum_occupied_antisymm S (fun n m => 2 * (E m - E n) * ‖X n m‖ ^ 2)
    (fun n m => by rw [hsymm n m]; ring), Complex.ofReal_sum]
  simp only [contactTrace, occupied, Matrix.trace, Matrix.diag_apply, Matrix.diagonal_mul,
    ite_mul, one_mul, zero_mul, Finset.sum_ite_mem, Finset.univ_inter]
  exact Finset.sum_congr rfl fun n _ => hdiag n
```

## The sum rule for positive gaps

The hypothesis `hgap` says that every occupied level lies below every empty one, as in the ground state of a closed-shell molecule with non-interacting electrons. The first part replaces position elements by velocity elements term by term, which needs only nonzero gaps. The second part uses their sign: terms of opposite sign could add to zero without vanishing separately. `Finset.sum_eq_zero_iff_of_nonneg` is applied once to the outer sum and once to the inner one.

```lean
/-- Sum rule: for Hermitian `X` and positive occupied-empty gaps `D`, `tr(P[X,[H,X]])` equals
`∑ 2|V_nm|²/D`, and it vanishes exactly when `X` does not couple occupied to empty levels. -/
theorem sum_rule (E : ι → ℝ) (S : Finset ι) {X : Matrix ι ι ℂ} (hX : X.IsHermitian)
    (hgap : ∀ n ∈ S, ∀ m ∉ S, E n < E m) :
    contactTrace E S X
        = ((∑ n ∈ S, ∑ m ∈ Sᶜ, 2 * ‖velocity E X n m‖ ^ 2 / (E m - E n) : ℝ) : ℂ) ∧
      (contactTrace E S X = 0 ↔ ∀ n ∈ S, ∀ m ∉ S, X n m = 0) := by
  rw [contactTrace_eq E S hX]
  constructor
  · refine Complex.ofReal_inj.2 (Finset.sum_congr rfl fun n hn =>
      Finset.sum_congr rfl fun m hm => ?_)
    have hd : E m - E n ≠ 0 := (sub_pos.2 (hgap n hn m (Finset.mem_compl.1 hm))).ne'
    rw [norm_sq_velocity, eq_div_iff hd]
    ring
  · rw [Complex.ofReal_eq_zero]
    -- every term is nonnegative, so a zero sum forces each term to vanish
    have hnn : ∀ n ∈ S, ∀ m ∈ Sᶜ, 0 ≤ 2 * (E m - E n) * ‖X n m‖ ^ 2 := by
      intro n hn m hm
      have := hgap n hn m (Finset.mem_compl.1 hm)
      exact mul_nonneg (by linarith) (sq_nonneg _)
    constructor
    · intro h n hn m hm
      have h1 := (Finset.sum_eq_zero_iff_of_nonneg
        (fun n hn => Finset.sum_nonneg (hnn n hn))).1 h n hn
      have h2 := (Finset.sum_eq_zero_iff_of_nonneg (hnn n hn)).1 h1 m (Finset.mem_compl.2 hm)
      have hd := hgap n hn m hm
      have h3 := (mul_eq_zero.1 h2).resolve_left (ne_of_gt (by linarith))
      exact norm_eq_zero.1 ((pow_eq_zero_iff two_ne_zero).1 h3)
    · intro h
      refine Finset.sum_eq_zero fun n hn => Finset.sum_eq_zero fun m hm => ?_
      rw [h n hn m (Finset.mem_compl.1 hm)]
      simp
```

## Velocity form with an arbitrary constant

The hypothesis `hres` keeps $w$ away from every occupied-empty resonance, where the undamped response can have a pole. No sign is imposed on the gaps here. The intermediate statement `key` is $R_V=T+w^2R_X$, proved pair by pair after the denominators are cleared; dividing by $w^2$ gives the formula with $c$. The real part `.re` turns the trace into a real number and loses nothing, since the trace is real for Hermitian `X`.

```lean
/-- For Hermitian `X` and `w ≠ 0` off resonance, the velocity form with any number `c` subtracted
equals the length response plus `(tr(P[X,[H,X]]) - c)/w²`. -/
theorem velocity_form_defect (E : ι → ℝ) (S : Finset ι) {X : Matrix ι ι ℂ}
    (hX : X.IsHermitian) (c : ℝ) {w : ℝ} (hw : w ≠ 0)
    (hres : ∀ n ∈ S, ∀ m ∉ S, (E m - E n) ^ 2 ≠ w ^ 2) :
    (response E S (velocity E X) w - c) / w ^ 2
      = response E S X w + ((contactTrace E S X).re - c) / w ^ 2 := by
  have key : response E S (velocity E X) w
      = (contactTrace E S X).re + w ^ 2 * response E S X w := by
    rw [contactTrace_eq E S hX, Complex.ofReal_re]
    unfold response
    rw [Finset.mul_sum, ← Finset.sum_add_distrib]
    refine Finset.sum_congr rfl fun n hn => ?_
    rw [Finset.mul_sum, ← Finset.sum_add_distrib]
    refine Finset.sum_congr rfl fun m hm => ?_
    have hd := sub_ne_zero.2 (hres n hn m (Finset.mem_compl.1 hm))
    rw [norm_sq_velocity, div_eq_iff hd, add_mul, mul_assoc (w ^ 2), div_mul_cancel₀ _ hd]
    ring
  have hw2 : w ^ 2 ≠ 0 := pow_ne_zero 2 hw
  rw [key, div_eq_iff hw2, add_mul, div_mul_cancel₀ _ hw2]
  ring
```

Choosing $c=T$ removes the extra term.

```lean
/-- Length-velocity equivalence: for Hermitian `X` and `w ≠ 0` off resonance, the velocity
response minus `tr(P[X,[H,X]])`, divided by `w²`, is the length response. -/
theorem velocity_eq_length (E : ι → ℝ) (S : Finset ι) {X : Matrix ι ι ℂ}
    (hX : X.IsHermitian) {w : ℝ} (hw : w ≠ 0)
    (hres : ∀ n ∈ S, ∀ m ∉ S, (E m - E n) ^ 2 ≠ w ^ 2) :
    (response E S (velocity E X) w - (contactTrace E S X).re) / w ^ 2 = response E S X w := by
  rw [velocity_form_defect E S hX _ hw hres, sub_self, zero_div, add_zero]
```

## The limit of zero frequency

The notation `𝓝[≠] 0` means that $w$ approaches zero through nonzero values. In the limit lemma, a pair with $D=0$ gives the constant zero, and any other pair gives a quotient that is continuous at zero. Lean's convention $0/0=0$ lets `response E S A 0` serve as the limit even when degenerate pairs are present.

```lean
/-- The response has a finite limit as the frequency tends to zero. -/
theorem response_static_limit (E : ι → ℝ) (S : Finset ι) (A : Matrix ι ι ℂ) :
    ∃ L, Tendsto (response E S A) (𝓝[≠] 0) (𝓝 L) := by
  refine ⟨response E S A 0, Tendsto.mono_left ?_ nhdsWithin_le_nhds⟩
  unfold response
  refine tendsto_finsetSum _ fun n _ => tendsto_finsetSum _ fun m _ => ?_
  by_cases h : E m - E n = 0
  · simp only [h, mul_zero, zero_mul, zero_div]
    exact tendsto_const_nhds
  · have hne : (E m - E n) ^ 2 - (0 : ℝ) ^ 2 ≠ 0 := by
      rw [zero_pow two_ne_zero, sub_zero]
      exact pow_ne_zero 2 h
    exact ContinuousAt.div continuousAt_const (by fun_prop) hne
```

The formula for general $c$ needs off-resonant frequencies. Near zero there are only such frequencies: a zero gap is avoided because $w\neq0$, and a nonzero gap because $w^2$ is close to zero.

```lean
omit [DecidableEq ι] in
/-- All sufficiently small nonzero frequencies are off resonance. -/
theorem eventually_off_resonance (E : ι → ℝ) :
    ∀ᶠ w : ℝ in 𝓝[≠] 0, ∀ n m, (E m - E n) ^ 2 ≠ w ^ 2 := by
  refine eventually_all.2 fun n => eventually_all.2 fun m => ?_
  by_cases h : E m - E n = 0
  · filter_upwards [self_mem_nhdsWithin] with w hw h0
    rw [h, zero_pow two_ne_zero] at h0
    exact hw ((pow_eq_zero_iff two_ne_zero).1 h0.symm)
  · have hc : ContinuousAt (fun w : ℝ => w ^ 2) 0 := by fun_prop
    have hne : (0 : ℝ) ^ 2 ≠ (E m - E n) ^ 2 := by
      rw [zero_pow two_ne_zero]
      exact (pow_ne_zero 2 h).symm
    filter_upwards [(hc.eventually_ne hne).filter_mono nhdsWithin_le_nhds] with w hw h0
    exact hw h0.symm
```

Together with `velocity_eq_length`, these two lemmas give the velocity form a finite limit when $c=T$. The final theorem treats $c\neq T$. It first shows that $1/w^2$ tends to infinity, in `hinv`. The triangle inequality, `h2`, then yields

$$\left|\frac{R_V(w)-c}{w^2}\right|\ge\frac{|T-c|}{w^2}-|R_X(w)|,$$

and the right side tends to infinity because $|R_X|$ converges. `tendsto_atTop_mono'` transfers the divergence to the left side.

```lean
/-- For Hermitian `X`, subtracting a number `c` other than `tr(P[X,[H,X]])` makes the modulus of
the velocity form tend to infinity as `w → 0`. -/
theorem velocity_form_diverges (E : ι → ℝ) (S : Finset ι) {X : Matrix ι ι ℂ}
    (hX : X.IsHermitian) {c : ℝ} (hc : c ≠ (contactTrace E S X).re) :
    Tendsto (fun w => |(response E S (velocity E X) w - c) / w ^ 2|) (𝓝[≠] 0) atTop := by
  obtain ⟨L, hL⟩ := response_static_limit E S X
  have hsq : Tendsto (fun w : ℝ => w ^ 2) (𝓝[≠] 0) (𝓝[>] 0) := by
    refine tendsto_nhdsWithin_iff.2 ⟨?_, ?_⟩
    · have h : ContinuousAt (fun w : ℝ => w ^ 2) 0 := by fun_prop
      have h' : Tendsto (fun w : ℝ => w ^ 2) (𝓝 0) (𝓝 0) := by
        simpa [ContinuousAt] using h
      exact h'.mono_left nhdsWithin_le_nhds
    · filter_upwards [self_mem_nhdsWithin] with w hw
      have hw' : w ≠ 0 := hw
      exact Set.mem_Ioi.2 (sq_pos_of_ne_zero hw')
  have hinv : Tendsto (fun w : ℝ => (w ^ 2)⁻¹) (𝓝[≠] 0) atTop :=
    tendsto_inv_nhdsGT_zero.comp hsq
  have ha : 0 < |(contactTrace E S X).re - c| := abs_pos.2 (sub_ne_zero.2 hc.symm)
  -- the 1/w² defect dominates the bounded length response
  refine tendsto_atTop_mono' _ ?_ ((hinv.const_mul_atTop ha).atTop_add hL.abs.neg)
  filter_upwards [self_mem_nhdsWithin, eventually_off_resonance E] with w hw hr
  rw [velocity_form_defect E S hX c hw fun n _ m _ => hr n m]
  have h1 : |((contactTrace E S X).re - c) / w ^ 2|
      = |(contactTrace E S X).re - c| * (w ^ 2)⁻¹ := by
    rw [abs_div, abs_of_nonneg (sq_nonneg w), div_eq_mul_inv]
  have h2 := abs_sub (response E S X w + ((contactTrace E S X).re - c) / w ^ 2)
    (response E S X w)
  rw [add_sub_cancel_left, h1] at h2
  linarith

end

end LengthVelocityResponse
```

```lean
#print axioms LengthVelocityResponse.sum_rule
#print axioms LengthVelocityResponse.velocity_eq_length
#print axioms LengthVelocityResponse.velocity_form_diverges
```

```
'LengthVelocityResponse.sum_rule' depends on axioms: [propext, Classical.choice, Quot.sound]
'LengthVelocityResponse.velocity_eq_length' depends on axioms: [propext, Classical.choice, Quot.sound]
'LengthVelocityResponse.velocity_form_diverges' depends on axioms: [propext, Classical.choice, Quot.sound]
```
